# With nonnegative gaps, triplets add nothing to the closed-shell direct-RPA correlation energy

In a closed-shell molecule, each spatial transition from an occupied to an empty orbital occurs twice, once for spin up and once for spin down. In the direct random-phase approximation (RPA), which omits exchange, the Coulomb interaction couples all these transitions without regard to spin. Their in-phase combinations are singlets and their out-of-phase combinations are triplets with $M_S=0$. How much of the correlation energy comes from each?

Let $D$ be the matrix of orbital-energy gaps and $K$ the matrix of Coulomb couplings between spatial transitions. The answer follows from rotating the spin channels.

## The matrices and the energy

In Lean 4 with Mathlib:

```lean
import Mathlib

open Matrix Polynomial
open scoped Kronecker

namespace ClosedShellPlasmon

noncomputable section

variable {n : Type*} [Fintype n] [DecidableEq n]
```

The first line loads the mathematical library Mathlib. The finite index set `n` labels the spatial transitions; orbitals and integrals enter only through real matrices indexed by it.

```lean
/-- The all-ones matrix in the two spin channels. -/
def spinOnes : Matrix (Fin 2) (Fin 2) ℝ := !![1, 1; 1, 1]
```

A `def` introduces an object. This one is $J=\begin{pmatrix}1&1\\1&1\end{pmatrix}$: the coupling is the same for equal and opposite spins.

```lean
/-- The rotation from the two spin channels to their normalised sum and difference. -/
def spinRotation : Matrix (Fin 2) (Fin 2) ℝ := (√2 / 2) • !![1, 1; 1, -1]
```

This is $R=\frac{1}{\sqrt2}\begin{pmatrix}1&1\\1&-1\end{pmatrix}$, whose rows are the normalised sum and difference of the spin channels. The sign `•` multiplies a matrix by a number.

```lean
/-- The singlet-triplet rotation, acting on spin only. -/
def rotation (n : Type*) [DecidableEq n] : Matrix (n × Fin 2) (n × Fin 2) ℝ :=
  (1 : Matrix n n ℝ) ⊗ₖ spinRotation
```

The symbol `⊗ₖ` is the Kronecker product, so this is $U=1\otimes R$. Its indices are pairs $(i,a)$ of a spatial transition $i$ and a channel $a\in\{0,1\}$. After the rotation, channel 0 is the singlet and channel 1 the triplet.

```lean
/-- The closed-shell RPA matrix `A`, with gap matrix `D` and Coulomb coupling `K`. -/
def rpaA (D K : Matrix n n ℝ) : Matrix (n × Fin 2) (n × Fin 2) ℝ :=
  D ⊗ₖ (1 : Matrix (Fin 2) (Fin 2) ℝ) + K ⊗ₖ spinOnes
```

This reads $A=D\otimes 1+K\otimes J$: gaps do not mix spins, while the Coulomb coupling does.

```lean
/-- The closed-shell RPA matrix `B`, with Coulomb coupling `K`. -/
def rpaB (K : Matrix n n ℝ) : Matrix (n × Fin 2) (n × Fin 2) ℝ := K ⊗ₖ spinOnes
```

Likewise $B=K\otimes J$. Using the same $K$ as in $A$ reflects real orbitals and the absence of exchange. Spin-flip transitions are not part of the model.

```lean
/-- The numbers `ω` are nonnegative and their squares are the eigenvalues of
`(A - B)(A + B)`, counted with algebraic multiplicity. -/
def IsRPASpectrum (A B : Matrix n n ℝ) (ω : n → ℝ) : Prop :=
  (∀ i, 0 ≤ ω i) ∧ ((A - B) * (A + B)).charpoly = ∏ i, (X - C (ω i ^ 2))
```

For vectors $X$ and $Y$ of excitation and de-excitation amplitudes, the RPA equations are $AX+BY=\omega X$ and $BX+AY=-\omega Y$. Adding and subtracting them gives
$$(A+B)(X+Y)=\omega(X-Y),\qquad (A-B)(X-Y)=\omega(X+Y),$$
and hence $(A-B)(A+B)(X+Y)=\omega^2(X+Y)$. The definition calls a family $\omega_i\ge0$ a spectrum when
$$\operatorname{charpoly}\big((A-B)(A+B)\big)=\prod_i(x-\omega_i^2),$$
where charpoly is the characteristic polynomial in $x$. In the code, `X` is this polynomial variable, not the amplitude vector, and `C` turns a number into a constant polynomial. Multiplicities are thus counted, and imaginary frequencies are excluded.

```lean
/-- The plasmon formula: half the difference between the sum of the excitation
energies `ω` and the trace of `A`. -/
def plasmonEnergy (A : Matrix n n ℝ) (ω : n → ℝ) : ℝ := (∑ i, ω i - A.trace) / 2
```

This is the plasmon formula, $E=\frac12\big(\sum_i\omega_i-\operatorname{Tr}A\big)$. It is taken as the definition of the correlation energy, not derived from a many-electron Hamiltonian.

## Separating singlets from triplets

```lean
/-- The spin rotation is orthogonal and diagonalises the all-ones spin matrix, with
diagonal entries 2 and 0. -/
theorem spinRotation_diagonalises :
    spinRotation * spinRotationᵀ = 1 ∧
      spinRotation * spinOnes * spinRotationᵀ = !![2, 0; 0, 0] := by
  have hs : √2 / 2 * (√2 / 2) = (1 / 2 : ℝ) := by
    have h : √2 * √2 = (2 : ℝ) := Real.mul_self_sqrt (by norm_num)
    linarith
  have ht : spinRotationᵀ = spinRotation := by
    ext i j
    fin_cases i <;> fin_cases j <;> simp [spinRotation]
  rw [ht]
  constructor
  · simp only [spinRotation, Matrix.smul_mul, Matrix.mul_smul, smul_smul, hs]
    ext i j
    fin_cases i <;> fin_cases j <;> norm_num [Matrix.mul_apply, Fin.sum_univ_succ]
  · simp only [spinRotation, spinOnes, Matrix.smul_mul, Matrix.mul_smul, smul_smul, hs]
    ext i j
    fin_cases i <;> fin_cases j <;> norm_num [Matrix.mul_apply, Fin.sum_univ_succ]
```

A `theorem` states a claim, and the text after `:= by` proves it. The claim is $RR^T=1$ and $RJR^T=\operatorname{diag}(2,0)$. Since $R^T=R$,
$$RR^T=\tfrac12\begin{pmatrix}2&0\\0&2\end{pmatrix}=1,\qquad
RJR^T=\tfrac12\begin{pmatrix}2&2\\0&0\end{pmatrix}\begin{pmatrix}1&1\\1&-1\end{pmatrix}=\begin{pmatrix}2&0\\0&0\end{pmatrix}.$$
In the proof, `hs` supplies $(\sqrt2/2)^2=\frac12$ and `ht` the symmetry of $R$. The command `fin_cases` then splits each matrix identity into its four entries, which `norm_num` checks.

```lean
/-- The singlet-triplet rotation is orthogonal; it brings `A` to the blocks `D + 2K`, `D`
and `B` to the blocks `2K`, `0`. -/
theorem rotation_blocks (D K : Matrix n n ℝ) :
    rotation n * (rotation n)ᵀ = 1 ∧
    rotation n * rpaA D K * (rotation n)ᵀ = blockDiagonal ![D + (2 : ℝ) • K, D] ∧
    rotation n * rpaB K * (rotation n)ᵀ = blockDiagonal ![(2 : ℝ) • K, 0] := by
  obtain ⟨h1, h2⟩ := spinRotation_diagonalises
  have ht : (rotation n)ᵀ = (1 : Matrix n n ℝ) ⊗ₖ spinRotationᵀ := by
    rw [rotation, ← kroneckerMap_transpose, transpose_one]
  rw [ht]
  refine ⟨?_, ?_, ?_⟩
  · rw [rotation, ← mul_kronecker_mul, h1, Matrix.one_mul, one_kronecker_one]
  · simp only [rotation, rpaA, Matrix.mul_add, Matrix.add_mul, ← mul_kronecker_mul,
      Matrix.one_mul, Matrix.mul_one, h1, h2]
    refine Matrix.ext fun ⟨i, a⟩ ⟨j, b⟩ => ?_
    fin_cases a <;> fin_cases b <;>
      simp [blockDiagonal_apply, kroneckerMap_apply, mul_comm]
  · simp only [rotation, rpaB, ← mul_kronecker_mul, Matrix.one_mul, Matrix.mul_one, h2]
    refine Matrix.ext fun ⟨i, a⟩ ⟨j, b⟩ => ?_
    fin_cases a <;> fin_cases b <;>
      simp [blockDiagonal_apply, kroneckerMap_apply, mul_comm]
```

The three parts, joined by `∧` ("and"), say that $U$ is orthogonal and that
$$UAU^T=\operatorname{diag}(D+2K,\,D),\qquad UBU^T=\operatorname{diag}(2K,\,0)$$
in blocks. By hand, the rule $(P\otimes Q)(P'\otimes Q')=PP'\otimes QQ'$ gives
$$UAU^T=D\otimes RR^T+K\otimes RJR^T=D\otimes1+K\otimes\operatorname{diag}(2,0),$$
and the second term alone is $UBU^T$. The rule appears as `mul_kronecker_mul`, and the two remaining entrywise checks compare Kronecker products with `blockDiagonal`.

```lean
/-- The characteristic polynomial of `(A - B)(A + B)` is that of `D(D + 4K)` times
that of `D²`. -/
theorem charpoly_singlet_triplet (D K : Matrix n n ℝ) :
    ((rpaA D K - rpaB K) * (rpaA D K + rpaB K)).charpoly =
      (D * (D + (4 : ℝ) • K)).charpoly * (D * D).charpoly := by
  obtain ⟨hU, hA, hB⟩ := rotation_blocks D K
  have hU' : (rotation n)ᵀ * rotation n = 1 := mul_eq_one_comm.mp hU
  -- the characteristic polynomial of a block-diagonal matrix is a product
  have hblock (M : Fin 2 → Matrix n n ℝ) :
      (blockDiagonal M).charpoly = ∏ k, (M k).charpoly := by
    have h : charmatrix (blockDiagonal M) = blockDiagonal fun k => charmatrix (M k) := by
      refine Matrix.ext fun ⟨i, a⟩ ⟨j, b⟩ => ?_
      by_cases hab : a = b
      · subst hab
        simp [charmatrix_apply, blockDiagonal_apply, diagonal_apply]
      · simp [blockDiagonal_apply, hab]
    simp only [Matrix.charpoly, h, det_blockDiagonal]
  -- rotate the product factor by factor
  have hrot : rotation n * ((rpaA D K - rpaB K) * (rpaA D K + rpaB K)) * (rotation n)ᵀ =
      blockDiagonal ![D * (D + (4 : ℝ) • K), D * D] := by
    calc _ = rotation n * (rpaA D K - rpaB K) * ((rotation n)ᵀ * rotation n) *
          (rpaA D K + rpaB K) * (rotation n)ᵀ := by
            rw [hU', Matrix.mul_one]; simp only [Matrix.mul_assoc]
      _ = (rotation n * rpaA D K * (rotation n)ᵀ - rotation n * rpaB K * (rotation n)ᵀ) *
          (rotation n * rpaA D K * (rotation n)ᵀ + rotation n * rpaB K * (rotation n)ᵀ) := by
            noncomm_ring
      _ = _ := by
            rw [hA, hB, ← blockDiagonal_sub, ← blockDiagonal_add, ← blockDiagonal_mul]
            congr 1
            funext k
            have h4 : D + (2 : ℝ) • K + (2 : ℝ) • K = D + (4 : ℝ) • K := by module
            fin_cases k <;> simp [h4]
  have hsim := Matrix.charpoly_mul_comm
    (rotation n * ((rpaA D K - rpaB K) * (rpaA D K + rpaB K))) (rotation n)ᵀ
  rw [hrot, ← Matrix.mul_assoc (rotation n)ᵀ (rotation n), hU', Matrix.one_mul, hblock,
    Fin.prod_univ_two] at hsim
  exact hsim.symm
```

For arbitrary real $D$ and $K$,
$$\operatorname{charpoly}\big((A-B)(A+B)\big)=\operatorname{charpoly}\big(D(D+4K)\big)\,\operatorname{charpoly}(D^2).$$
To see this, insert $U^TU=1$ between the factors:
$$U(A-B)(A+B)U^T=\big(UAU^T-UBU^T\big)\big(UAU^T+UBU^T\big).$$
The singlet block is $(D+2K-2K)(D+2K+2K)=D(D+4K)$, and the triplet block is $D\cdot D$. This is `hrot`. An orthogonal rotation preserves the characteristic polynomial, which the proof obtains from $\operatorname{charpoly}(MN)=\operatorname{charpoly}(NM)$. The step `hblock` shows that the polynomial of a block-diagonal matrix is the product over its blocks.

```lean
omit [DecidableEq n] in
/-- The trace of `A` is the sum of the traces of its blocks `D + 2K` and `D`. -/
theorem trace_singlet_triplet (D K : Matrix n n ℝ) :
    (rpaA D K).trace = (D + (2 : ℝ) • K).trace + D.trace := by
  have hJ : spinOnes.trace = 2 := by
    rw [spinOnes, trace_fin_two]; norm_num
  rw [rpaA, trace_add, trace_kronecker, trace_kronecker, hJ, trace_one, trace_add,
    trace_smul, Fintype.card_fin, smul_eq_mul]
  push_cast
  ring
```

The trace splits as well. Since $\operatorname{Tr}(P\otimes Q)=\operatorname{Tr}P\,\operatorname{Tr}Q$ and $\operatorname{Tr}1=\operatorname{Tr}J=2$ in spin space,
$$\operatorname{Tr}A=2\operatorname{Tr}D+2\operatorname{Tr}K=\operatorname{Tr}(D+2K)+\operatorname{Tr}D.$$
The proof performs the same calculation.

## Cancelling the bare gaps

```lean
/-- The sum of the excitation energies is fixed by `A` and `B`. -/
theorem IsRPASpectrum.sum_eq {A B : Matrix n n ℝ} {ω ω' : n → ℝ}
    (h : IsRPASpectrum A B ω) (h' : IsRPASpectrum A B ω') : ∑ i, ω i = ∑ i, ω' i := by
  have key (v : n → ℝ) (hv : IsRPASpectrum A B v) :
      ∑ i, v i = (((A - B) * (A + B)).charpoly.roots.map Real.sqrt).sum := by
    have hp : ∏ i, (X - C (v i ^ 2)) =
        ((Finset.univ.val.map fun i => v i ^ 2).map fun a => X - C a).prod := by
      rw [Multiset.map_map]; rfl
    rw [hv.2, hp, roots_multiset_prod_X_sub_C, Multiset.map_map]
    change ∑ i, v i = ∑ i, √(v i ^ 2)
    exact Finset.sum_congr rfl fun i _ => (Real.sqrt_sq (hv.1 i)).symm
  rw [key ω h, key ω' h']
```

Two spectra of the same $A$ and $B$ may list their frequencies in different orders, but their sums agree. The polynomial fixes the numbers $\omega_i^2$ with multiplicity, and $\omega_i\ge0$ gives $\omega_i=\sqrt{\omega_i^2}$. The step `key` writes the sum as that of the square roots of the polynomial's roots, an expression containing only $A$ and $B$.

```lean
/-- In the triplet block, where `A = D` is diagonal and `B = 0`, the excitation energies are the
bare gaps `d`, provided these are nonnegative. -/
theorem triplet_spectrum (d : n → ℝ) (hd : ∀ i, 0 ≤ d i) :
    IsRPASpectrum (diagonal d) 0 d := by
  refine ⟨hd, ?_⟩
  have h : charmatrix (diagonal fun i => d i * d i) =
      diagonal fun i => X - C (d i ^ 2) := by
    refine Matrix.ext fun i j => ?_
    by_cases hij : i = j
    · subst hij
      simp [pow_two]
    · simp [hij]
  rw [sub_zero, add_zero, diagonal_mul_diagonal, Matrix.charpoly, h, det_diagonal]
```

From here on $D=\operatorname{diag}(d)$ with $d_i\ge0$, as when every empty orbital lies no lower than any occupied one. In the triplet block $A=D$ and $B=0$, so the polynomial is
$$\operatorname{charpoly}(D^2)=\prod_i(x-d_i^2).$$
The frequencies are the bare gaps. The proof computes this determinant of a diagonal matrix. A negative gap would instead give the frequency $|d_i|$, and the coming cancellation would fail.

```lean
/-- For nonnegative gaps, the plasmon formula gives zero correlation energy for the triplet block.
-/
theorem triplet_energy_zero (d τ : n → ℝ) (hd : ∀ i, 0 ≤ d i)
    (hτ : IsRPASpectrum (diagonal d) 0 τ) : plasmonEnergy (diagonal d) τ = 0 := by
  rw [plasmonEnergy, hτ.sum_eq (triplet_spectrum d hd), trace_diagonal, sub_self, zero_div]
```

Any triplet spectrum $\tau$ therefore has energy
$$\tfrac12\Big(\sum_i\tau_i-\operatorname{Tr}D\Big)=\tfrac12\Big(\sum_i d_i-\sum_i d_i\Big)=0.$$
The proof replaces $\sum_i\tau_i$ by $\sum_i d_i$ using `sum_eq`, then subtracts equal terms.

```lean
/-- For nonnegative gaps, the singlet excitation energies and the bare gaps form the full
closed-shell RPA spectrum. -/
theorem full_spectrum (d ω : n → ℝ) (K : Matrix n n ℝ) (hd : ∀ i, 0 ≤ d i)
    (hω : IsRPASpectrum (diagonal d + (2 : ℝ) • K) ((2 : ℝ) • K) ω) :
    IsRPASpectrum (rpaA (diagonal d) K) (rpaB K) (fun p => ![ω p.1, d p.1] p.2) := by
  constructor
  · rintro ⟨i, a⟩
    fin_cases a
    · exact hω.1 i
    · exact hd i
  · have hs := hω.2
    have ht := (triplet_spectrum d hd).2
    have h4 : diagonal d + (2 : ℝ) • K + (2 : ℝ) • K = diagonal d + (4 : ℝ) • K := by module
    rw [add_sub_cancel_right, h4] at hs
    rw [sub_zero, add_zero] at ht
    rw [charpoly_singlet_triplet, hs, ht, Fintype.prod_prod_type, ← Finset.prod_mul_distrib]
    exact Finset.prod_congr rfl fun i _ => by simp [Fin.prod_univ_two]
```

Let $\omega$ be a spectrum of the singlet block, whose matrices are $D+2K$ and $2K$. The claim is that the $\omega_i$ and $d_i$ together form a spectrum of the full problem. The expression `![ω p.1, d p.1] p.2` selects $\omega_i$ when $p=(i,0)$ and $d_i$ when $p=(i,1)$. All these numbers are nonnegative, and the factorisation gives
$$\operatorname{charpoly}\big((A-B)(A+B)\big)=\prod_i(x-\omega_i^2)\prod_i(x-d_i^2).$$
The two branches of the proof check these two requirements.

```lean
/-- For nonnegative gaps, the closed-shell plasmon correlation energy equals that of the
singlet block alone. -/
theorem plasmonEnergy_eq_singlet (d ω : n → ℝ) (K : Matrix n n ℝ) (Ω : n × Fin 2 → ℝ)
    (hd : ∀ i, 0 ≤ d i)
    (hω : IsRPASpectrum (diagonal d + (2 : ℝ) • K) ((2 : ℝ) • K) ω)
    (hΩ : IsRPASpectrum (rpaA (diagonal d) K) (rpaB K) Ω) :
    plasmonEnergy (rpaA (diagonal d) K) Ω =
      plasmonEnergy (diagonal d + (2 : ℝ) • K) ω := by
  have hsum : ∑ p, Ω p = ∑ i, ω i + ∑ i, d i := by
    rw [hΩ.sum_eq (full_spectrum d ω K hd hω), Fintype.sum_prod_type,
      ← Finset.sum_add_distrib]
    exact Finset.sum_congr rfl fun i _ => by simp [Fin.sum_univ_two]
  -- the bare gaps cancel against the trace of the triplet block
  rw [plasmonEnergy, plasmonEnergy, hsum, trace_singlet_triplet, trace_diagonal]
  ring
```

Now let $\Omega$ be any spectrum of the full problem. Its sum is fixed, so
$$\begin{aligned}
\tfrac12\Big(\sum_p\Omega_p-\operatorname{Tr}A\Big)
&=\tfrac12\Big(\sum_i\omega_i+\sum_i d_i-\operatorname{Tr}(D+2K)-\sum_i d_i\Big)\\
&=\tfrac12\Big(\sum_i\omega_i-\operatorname{Tr}(D+2K)\Big).
\end{aligned}$$
The full energy is the singlet energy. In the proof, `hsum` supplies the frequency sum, the trace theorem supplies the rest, and `ring` does the algebra. For direct RPA in a finite real-orbital basis, a closed-shell calculation can thus work with the singlet problem alone, at half the spin-orbital dimension. With exchange in the coupling, the triplet block generally no longer contains only bare gaps.

## When real singlet frequencies exist

```lean
/-- If the gaps are nonnegative and `D + 4K` is positive semidefinite, the singlet block
has a spectrum of real nonnegative excitation energies. -/
theorem exists_singlet_spectrum (d : n → ℝ) (K : Matrix n n ℝ) (hd : ∀ i, 0 ≤ d i)
    (hK : (diagonal d + (4 : ℝ) • K).PosSemidef) :
    ∃ ω, IsRPASpectrum (diagonal d + (2 : ℝ) • K) ((2 : ℝ) • K) ω := by
  -- symmetrise with the square root of the gap matrix
  let S : Matrix n n ℝ := diagonal fun i => √(d i)
  have hS : S * S = diagonal d := by
    simp only [S, diagonal_mul_diagonal, Real.mul_self_sqrt (hd _)]
  have hSt : Sᴴ = S := by
    simp only [S, diagonal_conjTranspose, star_trivial]
  have hM := hK.mul_mul_conjTranspose_same S
  rw [hSt] at hM
  refine ⟨fun i => √(hM.isHermitian.eigenvalues i), fun i => Real.sqrt_nonneg _, ?_⟩
  have h4 : diagonal d + (2 : ℝ) • K + (2 : ℝ) • K = diagonal d + (4 : ℝ) • K := by module
  rw [add_sub_cancel_right, h4]
  calc (diagonal d * (diagonal d + (4 : ℝ) • K)).charpoly
      = (S * (S * (diagonal d + (4 : ℝ) • K))).charpoly := by rw [← Matrix.mul_assoc, hS]
    _ = (S * (diagonal d + (4 : ℝ) • K) * S).charpoly := Matrix.charpoly_mul_comm _ _
    _ = _ := by
        rw [hM.isHermitian.charpoly_eq]
        refine Finset.prod_congr rfl fun i _ => ?_
        rw [Real.sq_sqrt (hM.eigenvalues_nonneg i)]
        rfl

end

end ClosedShellPlasmon
```

The energy theorem takes a singlet spectrum as given. This last theorem supplies one when $d_i\ge0$ and $D+4K$ is positive semidefinite, a stability condition that rules out imaginary singlet frequencies. Direct Coulomb couplings between real orbitals satisfy it when the gaps are nonnegative, because their matrix $K$ is itself positive semidefinite.

By hand, put $S=\sqrt D$. Then
$$\operatorname{charpoly}\big(D(D+4K)\big)=\operatorname{charpoly}\big(S\,S(D+4K)\big)=\operatorname{charpoly}\big(S(D+4K)S\big).$$
The last matrix is symmetric and positive semidefinite, so its eigenvalues $\lambda_i$ are nonnegative and $\omega_i=\sqrt{\lambda_i}$ is a spectrum. The `calc` chain follows these equalities. `full_spectrum` then turns this singlet spectrum into a full one.

The same argument by hand covers fermions with $m\ge1$ equivalent spin components, although the code treats only two. The $m\times m$ all-ones matrix has eigenvalue $m$ once and $0$ with multiplicity $m-1$, so
$$\operatorname{charpoly}\big((A-B)(A+B)\big)=\operatorname{charpoly}\big(D(D+2mK)\big)\,\operatorname{charpoly}(D^2)^{m-1}.$$
For nonnegative diagonal gaps and real frequencies, only the fully symmetric channel contributes to the correlation energy given by the plasmon formula.

```lean
#print axioms ClosedShellPlasmon.triplet_energy_zero
#print axioms ClosedShellPlasmon.plasmonEnergy_eq_singlet
#print axioms ClosedShellPlasmon.exists_singlet_spectrum
```

```
'ClosedShellPlasmon.triplet_energy_zero' depends on axioms: [propext, Classical.choice, Quot.sound]
'ClosedShellPlasmon.plasmonEnergy_eq_singlet' depends on axioms: [propext, Classical.choice, Quot.sound]
'ClosedShellPlasmon.exists_singlet_spectrum' depends on axioms: [propext, Classical.choice, Quot.sound]
```
